# First-order energy of a generalised eigenstate when both the Hamiltonian and the overlap change

The theorem `response_energy` concerns a state ψ with Hψ = eSψ, where H and the overlap operator S are bounded and Hermitian on a complex inner product space, e is real, and ψ is normalised so that Re⟨ψ, Sψ⟩ = 1. Let H change by A and S by B, both bounded, to first order. Suppose that, for a real number g, a first-order response u satisfies (H − eS)u = −(A − eB − gS)ψ together with the normalisation condition 2 Re⟨ψ, Su⟩ = −Re⟨ψ, Bψ⟩. Then the first-order energy g equals Re⟨ψ, Aψ⟩ − e Re⟨ψ, Bψ⟩. The proof does not need the condition on Re⟨ψ, Su⟩. It takes the real part of the inner product of ψ with the response equation, and uses the Hermiticity of H and S and the equation for ψ to make the two terms on the left cancel. It then tries to get g from what remains and the normalisation of ψ by `linear_combination`.

This version doesn't compile in Lean 4 with Mathlib:

```lean
import Mathlib

open Topology

namespace UltrasoftBornCharge

noncomputable section

variable {E : Type*} [NormedAddCommGroup E] [InnerProductSpace ℂ E]

local notation "re⟪" u ", " v "⟫" => Complex.re (inner ℂ u v)

/-- A bounded operator is Hermitian when it can be moved across the inner product. -/
def IsHermitianOp (A : E →L[ℂ] E) : Prop :=
  ∀ u v : E, inner ℂ (A u) v = inner ℂ u (A v)

/-- The real part of the expectation value of `A` in the state `ψ`. -/
def expect (A : E →L[ℂ] E) (ψ : E) : ℝ := re⟪ψ, A ψ⟫

/-- The vector `u` is a first-order response of `ψ` when the Hamiltonian changes by `A`, the
overlap operator by `B` and the band energy `e` by `g`. -/
structure IsResponse (H S A B : E →L[ℂ] E) (e g : ℝ) (ψ u : E) : Prop where
  eqn : H u - (e : ℂ) • S u = -(A ψ - (e : ℂ) • B ψ - (g : ℂ) • S ψ)
  norm : 2 * re⟪ψ, S u⟫ = -expect B ψ

/-- The real part of a matrix element of a Hermitian operator is symmetric in the two states. -/
theorem re_swap {A : E →L[ℂ] E} (hA : IsHermitianOp A) (u v : E) :
    re⟪u, A v⟫ = re⟪v, A u⟫ := by
  rw [← hA u v, ← inner_conj_symm, Complex.conj_re]

/-- The first-order energy in the response equation is the expectation value of the change of
the Hamiltonian minus `e` times that of the change of the overlap. -/
theorem response_energy {H S A B : E →L[ℂ] E} {e g : ℝ} {ψ u : E}
    (hH : IsHermitianOp H) (hS : IsHermitianOp S) (h0 : H ψ = (e : ℂ) • S ψ)
    (h1 : expect S ψ = 1) (hu : IsResponse H S A B e g ψ u) :
    g = expect A ψ - e * expect B ψ := by
  have h := congrArg (fun v => re⟪ψ, v⟫) hu.eqn
  simp only [inner_sub_right, inner_neg_right, inner_smul_right, Complex.sub_re,
    Complex.neg_re, Complex.re_ofReal_mul] at h
  -- the left side vanishes by the zeroth-order equation
  rw [re_swap hH ψ u, h0, inner_smul_right, Complex.re_ofReal_mul, re_swap hS u ψ] at h
  unfold expect at *
  linear_combination h - g * h1

end

end UltrasoftBornCharge
```

The error:

```
Main.lean:43:2: error: ring failed, ring expressions not equal
E : Type u_1
inst✝¹ : NormedAddCommGroup E
inst✝ : InnerProductSpace ℂ E
H S A B : E →L[ℂ] E
e g : ℝ
ψ u : E
hH : IsHermitianOp H
hS : IsHermitianOp S
h0 : H ψ = ↑e • S ψ
h1 : re⟪ψ, S ψ⟫ = 1
hu : IsResponse H S A B e g ψ u
h : e * re⟪ψ, S u⟫ - e * re⟪ψ, S u⟫ = -(re⟪ψ, A ψ⟫ - e * re⟪ψ, B ψ⟫ - g * re⟪ψ, S ψ⟫)
⊢ g * re⟪ψ, S ψ⟫ * 2 - re⟪ψ, A ψ⟫ * 2 + e * re⟪ψ, B ψ⟫ * 2 = 0
```

Lean accepts the file once it reads:

```diff
@@ -41,5 +41,5 @@
   rw [re_swap hH ψ u, h0, inner_smul_right, Complex.re_ofReal_mul, re_swap hS u ψ] at h
   unfold expect at *
-  linear_combination h - g * h1
+  linear_combination -h - g * h1
 
 end
```

The error is one of sign in the last step. `linear_combination` subtracts the given combination of hypotheses from the goal, each taken as left side minus right side, and asks `ring` to show that the result is zero.

Write a, b and s for the real parts of ⟨ψ, Aψ⟩, ⟨ψ, Bψ⟩ and ⟨ψ, Sψ⟩. The left side of `h` cancels to zero and its right side is −(a − eb − gs), so `h` contributes a − eb − gs. The goal's difference is g − a + eb, in which a and eb have the opposite signs. Subtracting `h` therefore doubles these terms instead of removing them, and with `- g * h1` there remains 2gs − 2a + 2eb, the expression that the message says `ring` could not reduce to zero.

With `-h` the terms in a and eb cancel. What is left is g − gs, which `- g * h1` removes, since `h1` says that s = 1. The term in `h1` was already right and stays as it was.
